# Bracketing a site–lead eigenvalue with one self-energy evaluation in a level-free interval

A site of energy e is coupled by real amplitudes vⱼ, not all zero, to finitely many lead levels of energy lⱼ. Its self-energy is

S(E) = Σⱼ vⱼ² / (E − lⱼ).

Let I be an interval that contains no lead level, and let E₀ in I solve E₀ = e + S(E₀). Then for every other energy R in I, E₀ lies strictly between R and the one-shot estimate e + S(R). For this non-interacting model with a finite lead, a single evaluation of S therefore bounds the error of a trial energy, provided that a solution lies in the same interval.

```lean
import Mathlib

open Matrix

namespace LeadSelfEnergy

noncomputable section

variable {ι : Type*} [Fintype ι]
```

The type `ι` labels the lead levels, and `Fintype ι` says that there are finitely many of them. A semi-infinite lead, with its continuous spectrum and complex self-energy, is a different model.

```lean
/-- The self-energy `∑ j, v j ^ 2 / (E - l j)` of a site coupled with amplitudes `v j` to lead
levels `l j`; the formula is meant for energies `E` different from every `l j`, since Lean gives a
term with zero denominator the value `0`. -/
def selfEnergy (v l : ι → ℝ) (E : ℝ) : ℝ := ∑ j, v j ^ 2 / (E - l j)
```

This is S(E) as written above. The functions `v` and `l` assign to each label j its coupling and its level energy. All values are real, so S shifts the site energy and gives it no width.

```lean
/-- The Hamiltonian of one site of energy `e` (index `none`) coupled with real amplitudes `v j`
to mutually uncoupled lead levels of energy `l j` (index `some j`). -/
def hamiltonian [DecidableEq ι] (e : ℝ) (v l : ι → ℝ) : Matrix (Option ι) (Option ι) ℝ :=
  Matrix.of fun a b =>
    match a, b with
    | none, none => e
    | none, some j => v j
    | some i, none => v i
    | some i, some j => if i = j then l i else 0
```

`Option ι` is the set of lead labels with one extra element, `none`, which stands for the site; `some j` is lead level j. The matrix has e and the lⱼ on its diagonal, the vⱼ between site and lead, and zeros between different lead levels. A lead given by any finite real symmetric matrix takes this form once it is diagonalised.

```lean
/-- The site component of the Hamiltonian acting on a state. -/
theorem hamiltonian_site [DecidableEq ι] (e : ℝ) (v l : ι → ℝ) (ψ : Option ι → ℝ) :
    (hamiltonian e v l *ᵥ ψ) none = e * ψ none + ∑ j, v j * ψ (some j) := by
  simp [hamiltonian, Matrix.mulVec, dotProduct, Fintype.sum_option]
```

Write c for the site amplitude `ψ none` and aⱼ for the lead amplitude `ψ (some j)`. The symbol `*ᵥ` applies a matrix to a vector, and the site component of Hψ is

(Hψ)_site = e c + Σⱼ vⱼ aⱼ.

The proof unfolds the definitions and splits the sum over `Option ι` into the site and the lead.

```lean
/-- The component on lead level `i` of the Hamiltonian acting on a state. -/
theorem hamiltonian_lead [DecidableEq ι] (e : ℝ) (v l : ι → ℝ) (ψ : Option ι → ℝ) (i : ι) :
    (hamiltonian e v l *ᵥ ψ) (some i) = v i * ψ none + l i * ψ (some i) := by
  simp [hamiltonian, Matrix.mulVec, dotProduct, Fintype.sum_option]
```

On lead level i only two terms survive:

(Hψ)ᵢ = vᵢ c + lᵢ aᵢ.

```lean
/-- An energy `E` that differs from every lead level is an eigenvalue of the full Hamiltonian
exactly when it solves `E = e + S(E)`, with `S` the self-energy. -/
theorem eigenvalue_iff [DecidableEq ι] (e : ℝ) (v l : ι → ℝ) {E : ℝ} (hE : ∀ j, E ≠ l j) :
    (∃ ψ : Option ι → ℝ, ψ ≠ 0 ∧ hamiltonian e v l *ᵥ ψ = E • ψ) ↔
      E = e + selfEnergy v l E := by
  constructor
  · rintro ⟨ψ, hψ, h⟩
    have h0 := congrFun h none
    rw [hamiltonian_site] at h0
    simp only [Pi.smul_apply, smul_eq_mul] at h0
    -- the lead amplitudes follow from the site amplitude
    have hs : ∀ j, ψ (some j) = v j / (E - l j) * ψ none := by
      intro j
      have hj := congrFun h (some j)
      rw [hamiltonian_lead] at hj
      simp only [Pi.smul_apply, smul_eq_mul] at hj
      rw [div_mul_eq_mul_div, eq_div_iff (sub_ne_zero.mpr (hE j))]
      linear_combination -hj
    -- hence the site amplitude cannot vanish
    have hc : ψ none ≠ 0 := by
      intro hc
      apply hψ
      funext a
      cases a with
      | none => exact hc
      | some j => simp [hs j, hc]
    have hsum : ∑ j, v j * ψ (some j) = selfEnergy v l E * ψ none := by
      rw [selfEnergy, Finset.sum_mul]
      refine Finset.sum_congr rfl fun j _ => ?_
      rw [hs j]
      ring
    apply mul_right_cancel₀ hc
    linear_combination -h0 + hsum
  · intro h
    -- site amplitude one, lead amplitudes `v j / (E - l j)`
    refine ⟨fun a => a.elim 1 (fun j => v j / (E - l j)), ?_, ?_⟩
    · intro hz
      exact one_ne_zero (α := ℝ) (congrFun hz none)
    · funext a
      cases a with
      | none =>
        rw [hamiltonian_site]
        simp only [Pi.smul_apply, smul_eq_mul, Option.elim]
        have hsum : ∑ j, v j * (v j / (E - l j)) = selfEnergy v l E := by
          rw [selfEnergy]
          refine Finset.sum_congr rfl fun j _ => ?_
          ring
        rw [hsum]
        linarith
      | some j =>
        rw [hamiltonian_lead]
        simp only [Pi.smul_apply, smul_eq_mul, Option.elim]
        have hd := sub_ne_zero.mpr (hE j)
        have hq : v j / (E - l j) * (E - l j) = v j := div_mul_cancel₀ _ hd
        linear_combination -hq
```

The theorem says that an energy E different from every lⱼ is an eigenvalue of H exactly when E = e + S(E). The fixed-point equation is thus derived from the Hamiltonian. An eigenvector is a ψ with `ψ ≠ 0` and Hψ = Eψ.

For the forward direction, the lead components of Hψ = Eψ give

vⱼ c + lⱼ aⱼ = E aⱼ, hence aⱼ = vⱼ c / (E − lⱼ).

This is `hs` in the code. If c were zero, every aⱼ would vanish and ψ would be zero, so c ≠ 0; this is `hc`. Inserting aⱼ into the site component gives

e c + S(E) c = E c,

and `mul_right_cancel₀ hc` divides by c. The tactic `linear_combination` checks that an equation follows from earlier ones by the stated combination.

For the converse, take c = 1 and aⱼ = vⱼ / (E − lⱼ). The lead equations hold by construction, and the site equation is E = e + S(E). This vector is not normalised; after normalisation the probability on the site is

1 / (1 + Σⱼ vⱼ² / (E − lⱼ)²).

```lean
/-- The difference of the self-energy at two energies that both avoid the lead levels. -/
theorem selfEnergy_sub (v l : ι → ℝ) {x y : ℝ} (hx : ∀ j, x ≠ l j) (hy : ∀ j, y ≠ l j) :
    selfEnergy v l x - selfEnergy v l y =
      (y - x) * ∑ j, v j ^ 2 / ((x - l j) * (y - l j)) := by
  rw [selfEnergy, selfEnergy, ← Finset.sum_sub_distrib, Finset.mul_sum]
  refine Finset.sum_congr rfl fun j _ => ?_
  have h1 := sub_ne_zero.mpr (hx j)
  have h2 := sub_ne_zero.mpr (hy j)
  rw [div_sub_div _ _ h1 h2, mul_div_assoc']
  congr 1
  ring
```

For two energies x and y that avoid all lead levels,

S(x) − S(y) = (y − x) Σⱼ vⱼ² / ((x − lⱼ)(y − lⱼ)).

By hand, put each pair of terms over a common denominator:

vⱼ²/(x − lⱼ) − vⱼ²/(y − lⱼ) = vⱼ² ((y − lⱼ) − (x − lⱼ)) / ((x − lⱼ)(y − lⱼ)).

The lⱼ cancel in the numerator and leave y − x. In Lean, `div_sub_div` forms the common denominator and `ring` does the cancellation.

```lean
/-- On an interval free of lead levels, and with at least one nonzero coupling, the self-energy
is strictly decreasing. -/
theorem selfEnergy_strictAntiOn {v l : ι → ℝ} {I : Set ℝ} (hI : I.OrdConnected)
    (hl : ∀ j, l j ∉ I) (hv : ∃ j, v j ≠ 0) : StrictAntiOn (selfEnergy v l) I := by
  intro x hx y hy hxy
  have hxl : ∀ j, x ≠ l j := fun j h => hl j (h ▸ hx)
  have hyl : ∀ j, y ≠ l j := fun j h => hl j (h ▸ hy)
  -- both energies lie on the same side of each lead level
  have hpos : ∀ j, 0 < (x - l j) * (y - l j) := by
    intro j
    rcases lt_or_gt_of_ne (hxl j) with h | h
    · have hyj : y < l j := by
        by_contra hn
        exact hl j (hI.out hx hy ⟨h.le, not_lt.mp hn⟩)
      exact mul_pos_of_neg_of_neg (by linarith) (by linarith)
    · exact mul_pos (by linarith) (by linarith)
  have hsum : 0 < ∑ j, v j ^ 2 / ((x - l j) * (y - l j)) := by
    obtain ⟨k, hk⟩ := hv
    exact Finset.sum_pos' (fun j _ => div_nonneg (sq_nonneg _) (hpos j).le)
      ⟨k, Finset.mem_univ k, div_pos (by positivity) (hpos k)⟩
  have hdiff := selfEnergy_sub v l hxl hyl
  have hprod := mul_pos (sub_pos.mpr hxy) hsum
  linarith
```

`I.OrdConnected` means that I contains every point between any two of its points, which admits open, closed and unbounded intervals. The hypothesis `hl` keeps all lead levels out of I, and `hv` says that some coupling is nonzero. The conclusion `StrictAntiOn` says that S is strictly decreasing on I.

Take x < y in I. If x < lⱼ, then also y < lⱼ, since otherwise lⱼ would lie between x and y and hence in I. If x > lⱼ, then y > lⱼ as well. In both cases

(x − lⱼ)(y − lⱼ) > 0,

which is `hpos`. Every term of the sum in the difference formula is then nonnegative, and the term with a nonzero coupling is positive. Since y − x > 0 too, S(x) > S(y).

```lean
/-- Let `E0` solve `E0 = e + S(E0)` in an interval free of lead levels, with at least one nonzero
coupling. Then for every other `R` in the interval, `E0` lies strictly between `R` and the
one-shot estimate `e + S(R)`. -/
theorem one_shot_bracket {e : ℝ} {v l : ι → ℝ} {I : Set ℝ} (hI : I.OrdConnected)
    (hl : ∀ j, l j ∉ I) (hv : ∃ j, v j ≠ 0) {E0 R : ℝ} (h0 : E0 ∈ I) (hR : R ∈ I)
    (hE : E0 = e + selfEnergy v l E0) (hne : R ≠ E0) :
    (R < E0 ∧ E0 < e + selfEnergy v l R) ∨ (e + selfEnergy v l R < E0 ∧ E0 < R) := by
  have hS := selfEnergy_strictAntiOn hI hl hv
  rcases lt_or_gt_of_ne hne with h | h
  · have := hS hR h0 h
    exact Or.inl ⟨h, by linarith⟩
  · have := hS h0 hR h
    exact Or.inr ⟨by linarith, h⟩
```

This is the main result. The hypothesis `hE` is the fixed-point equation for E₀, and `hne` says R ≠ E₀. The two alternatives joined by `∨` are the two possible orders.

If R < E₀, then S(R) > S(E₀), so

e + S(R) > e + S(E₀) = E₀ > R.

If R > E₀, both inequalities reverse. The code splits into these cases with `lt_or_gt_of_ne`, and `linarith` adds the inequalities.

The existence of E₀ is assumed. The theorem does not say that iterating the estimate converges. The estimate e + S(R) may fall outside I, and even inside I the iteration can cycle: for e = 0 and S(E) = 1/E, the energies 2 and 1/2 are each other's estimates. With all couplings zero the estimate would equal E₀, and strict betweenness would fail.

```lean
/-- Let `E0` solve `E0 = e + S(E0)` in an interval free of lead levels, with at least one nonzero
coupling. Then for every other `R` in the interval, the error `|R - E0|` is strictly smaller than
the distance from `R` to its one-shot estimate `e + S(R)`. -/
theorem error_lt_residual {e : ℝ} {v l : ι → ℝ} {I : Set ℝ} (hI : I.OrdConnected)
    (hl : ∀ j, l j ∉ I) (hv : ∃ j, v j ≠ 0) {E0 R : ℝ} (h0 : E0 ∈ I) (hR : R ∈ I)
    (hE : E0 = e + selfEnergy v l E0) (hne : R ≠ E0) :
    |R - E0| < |R - (e + selfEnergy v l R)| := by
  rcases one_shot_bracket hI hl hv h0 hR hE hne with ⟨h1, h2⟩ | ⟨h1, h2⟩
  · rw [abs_of_neg (by linarith : R - E0 < 0),
      abs_of_neg (by linarith : R - (e + selfEnergy v l R) < 0)]
    linarith
  · rw [abs_of_pos (by linarith : 0 < R - E0),
      abs_of_pos (by linarith : 0 < R - (e + selfEnergy v l R))]
    linarith
```

Write T = e + S(R). Since E₀ lies strictly between R and T,

|R − T| = |R − E₀| + |E₀ − T| > |R − E₀|.

The left side can be computed without knowing E₀. The Lean proof removes the absolute values separately in each of the two orders.

The smallest case has one lead level. Take e = 0, l = 0 and v = 1, so that S(E) = 1/E, and let I be the positive energies. The solution there is E₀ = 1. The trial energy R = 2 gives the estimate 1/2, and 1 lies between them; the error is 1 and the computed distance is 3/2.

```lean
/-- Across a lead level the bracket can fail: for a site at energy `0` coupled with amplitude `1`
to one level at `0`, the energy `1` is a solution, yet the trial energy `-2` and its one-shot
estimate both lie below it. -/
theorem bracket_fails_across_level :
    (1 : ℝ) = 0 + selfEnergy (fun _ : Fin 1 => 1) (fun _ => 0) 1 ∧
      (-2 : ℝ) < 1 ∧ 0 + selfEnergy (fun _ : Fin 1 => 1) (fun _ => 0) (-2) < 1 := by
  refine ⟨?_, ?_, ?_⟩ <;> norm_num [selfEnergy]

end

end LeadSelfEnergy
```

The same one-level system shows what can happen when a coupled lead level lies between R and E₀. `Fin 1` is a label set with one element. The energy 1 is still a solution, but R = −2 lies on the other side of the level at 0, and its estimate is −1/2. Both numbers are below 1, so they do not enclose it. The tactic `norm_num` evaluates the three claims.

```lean
#print axioms LeadSelfEnergy.eigenvalue_iff
-- 'LeadSelfEnergy.eigenvalue_iff' depends on axioms: [propext, Classical.choice, Quot.sound]
#print axioms LeadSelfEnergy.selfEnergy_strictAntiOn
-- 'LeadSelfEnergy.selfEnergy_strictAntiOn' depends on axioms: [propext, Classical.choice, Quot.sound]
#print axioms LeadSelfEnergy.error_lt_residual
-- 'LeadSelfEnergy.error_lt_residual' depends on axioms: [propext, Classical.choice, Quot.sound]
#print axioms LeadSelfEnergy.bracket_fails_across_level
-- 'LeadSelfEnergy.bracket_fails_across_level' depends on axioms: [propext, Classical.choice, Quot.sound]
```
